# At given edge lengths, the orthogonal cell has the largest volume

While the angles of a crystal cell are unknown, or are being varied at fixed edge lengths, the product of the edge lengths serves as an upper bound on the cell volume. In a plane-wave calculation this bounds the estimated size of the basis, because the number of plane waves below a fixed cutoff grows in proportion to the volume of the three-dimensional periodic cell.

The bound holds in any dimension for linearly independent edge vectors a₀, …, aₙ₋₁, and only mutually orthogonal edges attain it. The cell enters through its metric, the matrix of scalar products G(i,j) = aᵢ·aⱼ.

## Cell, base and height in terms of the metric

In Lean 4 with Mathlib:

```lean
import Mathlib

open Matrix

namespace OrthogonalCellVolume

noncomputable section

variable {n : ℕ}
```

The dimension n is an arbitrary natural number.

```lean
/-- The length of the `i`-th edge of a cell with positive definite metric `G`. -/
def edge (G : Matrix (Fin n) (Fin n) ℝ) (i : Fin n) : ℝ := √(G i i)
```

`Matrix (Fin n) (Fin n) ℝ` is the type of real n by n matrices, with indices running from 0 to n − 1. The length of edge i is √G(i,i), since G(i,i) = aᵢ·aᵢ.

```lean
/-- The volume of a cell with positive definite metric `G`. -/
def volume (G : Matrix (Fin n) (Fin n) ℝ) : ℝ := √G.det
```

The volume is defined as √det G. That this is the geometric volume is the step from the model to a real cell, and it is short. If A is the matrix with columns aᵢ, then G = AᵀA, so det G = (det A)², and √det G = |det A| is the volume spanned by the edges.

```lean
/-- The metric of the cell with mutually orthogonal edges of positive lengths `ℓ i`. -/
def orthoMetric (ℓ : Fin n → ℝ) : Matrix (Fin n) (Fin n) ℝ :=
  diagonal fun i => ℓ i ^ 2
```

The orthogonal cell with edge lengths ℓᵢ has the metric with ℓᵢ² on the diagonal and zeros elsewhere.

```lean
/-- The metric of the base, the face spanned by all edges but the first. -/
def base (G : Matrix (Fin (n + 1)) (Fin (n + 1)) ℝ) : Matrix (Fin n) (Fin n) ℝ :=
  G.submatrix Fin.succ Fin.succ
```

In the definitions and theorems about base and height the cell has n + 1 edges, so that there is a first edge to single out. Deleting row 0 and column 0 leaves the metric H of the face spanned by the other edges, H(i,j) = G(i+1, j+1). `Fin.succ` is the shift from i to i + 1.

```lean
/-- The scalar products of the first edge with the edges of the base. -/
def overlap (G : Matrix (Fin (n + 1)) (Fin (n + 1)) ℝ) : Fin n → ℝ :=
  fun i => G 0 i.succ
```

The vector b has components bᵢ = G(0, i+1) = a₀·aᵢ₊₁. The name `overlap` here means scalar products of edge vectors, not the overlap matrix of a set of orbitals.

```lean
/-- The squared height of the cell over its base: the squared first edge minus the square of
its projection on the base. The metric of the base must be invertible. -/
def heightSq (G : Matrix (Fin (n + 1)) (Fin (n + 1)) ℝ) : ℝ :=
  G 0 0 - overlap G ⬝ᵥ ((base G)⁻¹ *ᵥ overlap G)
```

In ordinary notation the squared height is

h² = G(0,0) − b·H⁻¹b.

To see this, write the projection of a₀ on the base as p = Σᵢ xᵢ aᵢ₊₁. The difference a₀ − p must be orthogonal to every base edge, which gives Hx = b, so x = H⁻¹b. Then

|a₀ − p|² = G(0,0) − 2 b·x + x·Hx = G(0,0) − b·x.

In the code, `⬝ᵥ` is the scalar product and `*ᵥ` is a matrix acting on a vector.

## Volume is base times height

```lean
/-- The base of a cell with positive definite metric has a positive definite metric. -/
theorem base_posDef {G : Matrix (Fin (n + 1)) (Fin (n + 1)) ℝ} (hG : G.PosDef) :
    (base G).PosDef := by
  refine posDef_iff_dotProduct_mulVec.mpr ⟨hG.isHermitian.submatrix _, ?_⟩
  intro x hx
  -- a vector in the base is a vector of the cell with vanishing first coordinate
  have hne : (Fin.cons 0 x : Fin (n + 1) → ℝ) ≠ 0 := fun h =>
    hx (funext fun i => by simpa using congrFun h i.succ)
  have h := hG.dotProduct_mulVec_pos hne
  simpa [base, dotProduct, mulVec, Fin.sum_univ_succ] using h
```

The hypothesis `hG : G.PosDef` says that G is symmetric and that y·Gy > 0 for every nonzero y. For a metric this expresses that the edges are linearly independent, so that the cell is not flat.

The theorem says that H inherits this property. Given a nonzero x in the base, put y = (0, x). Then y is nonzero and x·Hx = y·Gy > 0. `Fin.cons 0 x` is this y, and `simpa` removes the terms that contain its vanishing first component.

```lean
/-- Volume is base times height, in squared form, for a positive definite metric. -/
theorem det_eq_heightSq_mul_base {G : Matrix (Fin (n + 1)) (Fin (n + 1)) ℝ}
    (hG : G.PosDef) : G.det = heightSq G * (base G).det := by
  have hu : IsUnit (base G).det := (base_posDef hG).det_pos.ne'.isUnit
  have hs : ∀ i j, G i j = G j i := fun i j => by simpa using hG.isHermitian.apply j i
  -- `x` holds the coordinates of the projection of the first edge on the base
  let x : Fin n → ℝ := (base G)⁻¹ *ᵥ overlap G
  have hx : base G *ᵥ x = overlap G := by
    change base G *ᵥ ((base G)⁻¹ *ᵥ overlap G) = overlap G
    rw [mulVec_mulVec, mul_nonsing_inv _ hu, one_mulVec]
  let c : Fin (n + 1) → ℝ := Fin.cons 1 (-x)
  -- subtracting the projection leaves only the squared height in the first row
  have hrow : ∑ k, c k • G k = (Fin.cons (heightSq G) (0 : Fin n → ℝ) : Fin (n + 1) → ℝ) := by
    have h0 : ∀ j, (∑ k, c k • G k) j = G 0 j - ∑ i, x i * G i.succ j := fun j => by
      simp [c, Fin.sum_univ_succ, sub_eq_add_neg]
    funext j
    rw [h0]
    cases j using Fin.cases with
    | zero =>
      have hh : heightSq G = G 0 0 - ∑ i, G 0 i.succ * x i := rfl
      rw [Fin.cons_zero, hh]
      congr 1
      exact Finset.sum_congr rfl fun i _ => by rw [hs 0 i.succ, mul_comm]
    | succ j =>
      have hj : ∑ i, G j.succ i.succ * x i = G 0 j.succ := congrFun hx j
      rw [Fin.cons_succ, Pi.zero_apply, ← hj, sub_eq_zero]
      exact Finset.sum_congr rfl fun i _ => by rw [hs j.succ i.succ, mul_comm]
  have hsub : ∀ r : Fin (n + 1) → ℝ,
      (G.updateRow 0 r).submatrix Fin.succ (Fin.succAbove 0) = base G := fun r => by
    ext i j
    simp [base, updateRow_apply]
  -- expand the determinant along the first row
  have hdet := det_updateRow_sum G 0 c
  rw [hrow, det_succ_row_zero, Fin.sum_univ_succ, hsub] at hdet
  simpa [c] using hdet.symm
```

The statement is det G = h² det H. By hand, subtract from row 0 of G the combination of the other rows with coefficients xᵢ, where x = H⁻¹b. This leaves the determinant unchanged. The new row has the entries

column 0: G(0,0) − Σᵢ xᵢ bᵢ = h²

column j+1: bⱼ − Σᵢ xᵢ H(i,j) = bⱼ − (Hx)ⱼ = 0

where the symmetry of G has been used. Expanding along this row leaves h² times the determinant of H.

The proof takes the same route. `hx` is the equation Hx = b, the vector `c` = (1, −x) holds the coefficients of the row combination, and `hrow` computes the new row. `hsub` records that deleting row 0 and column 0 still gives H, whatever stands in row 0. `det_updateRow_sum` supplies the invariance of the determinant, and `det_succ_row_zero` the expansion.

```lean
/-- For a positive definite metric the squared height is at most the squared length of the first
edge, with equality exactly when that edge is orthogonal to the base. -/
theorem heightSq_le {G : Matrix (Fin (n + 1)) (Fin (n + 1)) ℝ} (hG : G.PosDef) :
    heightSq G ≤ G 0 0 ∧ (heightSq G = G 0 0 ↔ overlap G = 0) := by
  by_cases h : overlap G = 0
  · simp [heightSq, h]
  · have hp := (base_posDef hG).inv.dotProduct_mulVec_pos h
    rw [star_trivial] at hp
    have hlt : heightSq G < G 0 0 := by
      unfold heightSq
      linarith
    exact ⟨hlt.le, fun e => absurd e hlt.ne, fun e => absurd e h⟩
```

In symbols, h² ≤ G(0,0), with equality exactly when b = 0. The proof splits into two cases. If b = 0, the subtracted term vanishes and h² = G(0,0). If b ≠ 0, then b·H⁻¹b > 0, because the inverse of a positive definite matrix is positive definite, and so h² < G(0,0). A tilted edge reaches less high than an upright one of the same length.

## The determinant against the product of the diagonal

```lean
/-- Hadamard's inequality: the determinant of a real symmetric positive definite metric is at
most the product of its diagonal entries, with equality exactly when the metric is diagonal. -/
theorem hadamard_inequality (G : Matrix (Fin n) (Fin n) ℝ) (hG : G.PosDef) :
    G.det ≤ ∏ i, G i i ∧ (G.det = ∏ i, G i i ↔ G.IsDiag) := by
  induction n with
  | zero =>
    have h : G.det = ∏ i, G i i := by simp
    refine ⟨h.le, fun _ => ?_, fun _ => h⟩
    intro i
    exact i.elim0
  | succ n ih =>
    obtain ⟨hB, hBe⟩ := ih _ (base_posDef hG)
    obtain ⟨hH, hHe⟩ := heightSq_le hG
    have hd := (base_posDef hG).det_pos
    have hg : 0 < G 0 0 := hG.diag_pos
    have hprod : ∏ i, G i i = G 0 0 * ∏ i, base G i i := Fin.prod_univ_succ _
    -- first replace the height by the edge, then bound the base
    have h1 := mul_le_mul_of_nonneg_right hH hd.le
    have h2 := mul_le_mul_of_nonneg_left hB hg.le
    rw [det_eq_heightSq_mul_base hG, hprod]
    refine ⟨h1.trans h2, fun he => ?_, fun hD => ?_⟩
    · -- equality forces equality in both steps
      have o := hHe.1 (mul_right_cancel₀ hd.ne' (le_antisymm h1 (h2.trans he.symm.le)))
      have b := hBe.1 (mul_left_cancel₀ hg.ne' (le_antisymm h2 (he.symm.le.trans h1)))
      intro i j hij
      cases i using Fin.cases with
      | zero =>
        cases j using Fin.cases with
        | zero => exact absurd rfl hij
        | succ j => exact congrFun o j
      | succ i =>
        cases j using Fin.cases with
        | zero =>
          have hs : G i.succ 0 = G 0 i.succ := by
            simpa using (hG.isHermitian.apply i.succ 0).symm
          exact hs.trans (congrFun o i)
        | succ j => exact b fun h => hij (congrArg Fin.succ h)
    · -- a diagonal metric has an orthogonal first edge and a diagonal base
      have o : overlap G = 0 := funext fun i => hD (Fin.succ_ne_zero i).symm
      have b : (base G).IsDiag := by
        intro i j hij
        exact hD fun h => hij (Fin.succ_injective _ h)
      rw [hHe.2 o, hBe.2 b]
```

The conclusion has two parts joined by `∧`: the inequality det G ≤ ∏ᵢ G(i,i), and the equivalence of equality with `G.IsDiag`, which says that all off-diagonal entries vanish.

The argument is an induction on the dimension. For n = 0 both sides equal 1, and there are no off-diagonal entries. In the step from n to n + 1, the two preceding theorems and the induction hypothesis for H give

det G = h² det H ≤ G(0,0) det H ≤ G(0,0) ∏ᵢ H(i,i) = ∏ᵢ G(i,i).

The two inequalities are `h1` and `h2` in the code.

If the ends of this chain are equal, both inequalities are equalities. Cancelling det H > 0 in the first gives h² = G(0,0), hence b = 0. Cancelling G(0,0) > 0 in the second gives det H = ∏ᵢ H(i,i), hence H is diagonal by the induction hypothesis. The case distinction on `i` and `j` then collects the off-diagonal entries of G: those in row 0 vanish because b = 0, those in column 0 by symmetry, and the rest because H is diagonal. Conversely, a diagonal G has b = 0 and a diagonal H, so both inequalities become equalities.

Hadamard's inequality is often written for an arbitrary square matrix A, as |det A| ≤ the product of the column lengths. For a real invertible A that form follows from the theorem with G = AᵀA.

## Comparing cells with the same edges

```lean
/-- For positive lengths `ℓ i` the orthogonal cell has a positive definite metric, edges of
lengths `ℓ i`, and the product of these lengths as its volume. -/
theorem orthoMetric_cell (ℓ : Fin n → ℝ) (hℓ : ∀ i, 0 < ℓ i) :
    (orthoMetric ℓ).PosDef ∧ (∀ i, edge (orthoMetric ℓ) i = ℓ i) ∧
      volume (orthoMetric ℓ) = ∏ i, ℓ i := by
  refine ⟨PosDef.diagonal fun i => pow_pos (hℓ i) 2, fun i => ?_, ?_⟩
  · rw [edge, orthoMetric, diagonal_apply_eq, Real.sqrt_sq (hℓ i).le]
  · rw [volume, orthoMetric, det_diagonal, Finset.prod_pow,
      Real.sqrt_sq (Finset.prod_nonneg fun i _ => (hℓ i).le)]
```

For positive ℓᵢ the orthogonal competitor is a genuine cell: its metric is positive definite, its edges have the lengths ℓᵢ, and its volume is ∏ᵢ ℓᵢ. Each part is read off from the diagonal matrix, using √(ℓᵢ²) = ℓᵢ for positive ℓᵢ.

```lean
/-- Among cells with positive definite metric and given edge lengths, the orthogonal cell has
the largest volume, and it is the only one that attains it. -/
theorem orthogonal_cell_maximises_volume (G : Matrix (Fin n) (Fin n) ℝ) (hG : G.PosDef)
    (ℓ : Fin n → ℝ) (hℓ : ∀ i, edge G i = ℓ i) :
    volume G ≤ volume (orthoMetric ℓ) ∧
      (volume G = volume (orthoMetric ℓ) ↔ G = orthoMetric ℓ) := by
  have hsq : ∀ i, ℓ i ^ 2 = G i i := fun i => by
    rw [← hℓ i, edge, Real.sq_sqrt hG.diag_pos.le]
  have hdet : (orthoMetric ℓ).det = ∏ i, G i i := by
    rw [orthoMetric, det_diagonal]
    exact Finset.prod_congr rfl fun i _ => hsq i
  obtain ⟨hle, heq⟩ := hadamard_inequality G hG
  unfold volume
  rw [hdet, Real.sqrt_inj hG.det_pos.le (hG.det_pos.le.trans hle), heq]
  refine ⟨Real.sqrt_le_sqrt hle, fun hD => ?_, fun h => ?_⟩
  · -- a diagonal metric is fixed by its edge lengths
    ext i j
    by_cases hij : i = j
    · subst hij
      rw [orthoMetric, diagonal_apply_eq, hsq]
    · rw [orthoMetric, diagonal_apply_ne _ hij]
      exact hD hij
  · rw [h]
    exact isDiag_diagonal _

end

end OrthogonalCellVolume
```

The hypothesis `hℓ` says that the cell with metric G has the prescribed edge lengths ℓᵢ. They are then automatically positive. The conclusion is that its volume is at most that of the orthogonal cell, and that the volumes agree only if G is the orthogonal metric. Since a metric fixes a cell up to rotations and reflections, the maximiser is unique in that sense.

By hand, ℓᵢ² = G(i,i), so the orthogonal metric has determinant ∏ᵢ G(i,i). The previous inequality reads det G ≤ ∏ᵢ G(i,i), and taking square roots preserves it. Equal volumes mean equal determinants, since both are nonnegative, and hence a diagonal G. Its diagonal entries are ℓᵢ², so it is the orthogonal metric. In the code, `Real.sqrt_le_sqrt` and `Real.sqrt_inj` do the work with the roots.

## A cell with edges of 5, 6 and 7 Å

Without any angles, the volume is known to be at most 5 · 6 · 7 = 210 Å³. Suppose now that the first two edges enclose 120° and the third is orthogonal to both. Then G(0,1) = 5 · 6 · cos 120° = −15 Å², and

h² = 25 − 15²/36 = 18.75 Å²

det G = 18.75 · 36 · 49 = 33075 Å⁶

so the volume is about 181.9 Å³.

For a plane-wave basis with largest wave number k, the usual estimate of the number of plane waves at one k-point is V k³/(6π²), where V is the cell volume. With k = 10 Å⁻¹, which corresponds to a cutoff energy of about 381 eV, this gives about 3071 for the tilted cell. The bound of 210 Å³ gives about 3546, which is the largest value the estimate can take for these edge lengths at any angles.

```lean
#print axioms OrthogonalCellVolume.orthoMetric_cell
#print axioms OrthogonalCellVolume.orthogonal_cell_maximises_volume
```

```
'OrthogonalCellVolume.orthoMetric_cell' depends on axioms: [propext, Classical.choice, Quot.sound]
'OrthogonalCellVolume.orthogonal_cell_maximises_volume' depends on axioms: [propext, Classical.choice, Quot.sound]
```
